# Expansion of the disorder factor through third order in the wavenumber for finitely many distances

For a finite family of distances r_i with real weights p_i that sum to one, not required to be nonnegative, the disorder factor is the weighted sum of exp(2ik(r_i − C₁)), where C₁ is the weighted mean distance. The theorem `chi_expansion` states that, as the real wavenumber k tends to zero, this factor equals 1 − 2k²M₂ − (4/3)ik³M₃ up to an error O(k⁴), where M₂ and M₃ are the second and third central moments of the distances. The attempt bounds the error of the cubic Taylor polynomial of the exponential for each distance and adds these errors with their weights. It then rewrites the weighted sum of the polynomials in terms of the moments, the linear term dropping out because the first central moment vanishes.

Lean 4 with Mathlib refuses this proof:

```lean
import Mathlib

open Filter Topology Asymptotics

namespace EXAFSCumulants

noncomputable section

variable {ι : Type*} [Fintype ι]

/-- The weighted sum `C1` of the distances `r`; it is their mean when the weights `p` sum to one. -/
def meanDistance (p r : ι → ℝ) : ℝ := ∑ i, p i * r i

/-- The weighted sum of `(r - C1)ⁿ`; it is the `n`-th central moment of the distances `r` when the
weights `p` sum to one. -/
def centralMoment (p r : ι → ℝ) (n : ℕ) : ℝ :=
  ∑ i, p i * (r i - meanDistance p r) ^ n

/-- The disorder factor: the sum of `exp (2ik(r - C1))` with weights `p`. -/
def chi (p r : ι → ℝ) (k : ℝ) : ℂ :=
  ∑ i, (p i : ℂ) * Complex.exp (2 * Complex.I * k * ((r i - meanDistance p r : ℝ) : ℂ))

/-- In the unit disc the exponential differs from its cubic Taylor polynomial by at most
the fourth power of the modulus. -/
theorem exp_cubic_bound (z : ℂ) (hz : ‖z‖ ≤ 1) :
    ‖Complex.exp z - (1 + z + z ^ 2 / 2 + z ^ 3 / 6)‖ ≤ ‖z‖ ^ 4 := by
  have h := Complex.exp_bound hz (n := 4) (by norm_num)
  have e : ∑ m ∈ Finset.range 4, z ^ m / (m.factorial : ℂ)
      = 1 + z + z ^ 2 / 2 + z ^ 3 / 6 := by
    norm_num [Finset.sum_range_succ, Nat.factorial]
  rw [e] at h
  refine h.trans (mul_le_of_le_one_right (by positivity) ?_)
  norm_num [Nat.factorial]

/-- Expansion of the disorder factor through third order in the wavenumber. -/
theorem chi_expansion (p r : ι → ℝ) (hp : ∑ i, p i = 1) :
    (fun k : ℝ => chi p r k - (1 + (-2 * (k : ℂ) ^ 2 * centralMoment p r 2
      - 4 / 3 * Complex.I * (k : ℂ) ^ 3 * centralMoment p r 3)))
      =O[𝓝 0] fun k : ℝ => k ^ 4 := by
  have h0 : ∑ i, (p i : ℂ) = 1 := by exact_mod_cast hp
  -- the first central moment vanishes
  have h1r : ∑ i, p i * (r i - meanDistance p r) = 0 := by
    simp only [mul_sub, Finset.sum_sub_distrib, ← Finset.sum_mul, hp, one_mul]
    exact sub_self _
  have h1 : ∑ i, (p i : ℂ) * ((r i - meanDistance p r : ℝ) : ℂ) = 0 := by
    exact_mod_cast h1r
  have hm : ∀ n : ℕ, ∑ i, (p i : ℂ) * ((r i - meanDistance p r : ℝ) : ℂ) ^ n
      = (centralMoment p r n : ℂ) := fun n => by
    simp only [centralMoment, Complex.ofReal_sum, Complex.ofReal_mul, Complex.ofReal_pow]
  -- each distance contributes a quartic Taylor error
  have term : ∀ x : ℝ, (fun k : ℝ => Complex.exp (2 * Complex.I * k * (x : ℂ)) -
      (1 + 2 * Complex.I * k * (x : ℂ) + (2 * Complex.I * k * (x : ℂ)) ^ 2 / 2
        + (2 * Complex.I * k * (x : ℂ)) ^ 3 / 6)) =O[𝓝 0] fun k : ℝ => k ^ 4 := by
    intro x
    have hc : Continuous fun k : ℝ => ‖2 * Complex.I * (k : ℂ) * (x : ℂ)‖ := by fun_prop
    have ht := hc.tendsto' 0 0 (by simp)
    refine IsBigO.of_bound ((2 * |x|) ^ 4) ?_
    filter_upwards [ht.eventually_lt_const (by norm_num : (0 : ℝ) < 1)] with k hk
    refine (exp_cubic_bound _ hk.le).trans (le_of_eq ?_)
    have hn : ‖2 * Complex.I * (k : ℂ) * (x : ℂ)‖ = 2 * |k| * |x| := by simp
    rw [hn, norm_pow, Real.norm_eq_abs]
    ring
  have total := IsBigO.sum (s := Finset.univ) fun i _ =>
    (term (r i - meanDistance p r)).const_mul_left (p i : ℂ)
  refine total.congr_left fun k => ?_
  have hs : ∑ i, (p i : ℂ) * (1 + 2 * Complex.I * k * ((r i - meanDistance p r : ℝ) : ℂ)
      + (2 * Complex.I * k * ((r i - meanDistance p r : ℝ) : ℂ)) ^ 2 / 2
      + (2 * Complex.I * k * ((r i - meanDistance p r : ℝ) : ℂ)) ^ 3 / 6)
      = ∑ i, (p i : ℂ)
        + 2 * Complex.I * k * ∑ i, (p i : ℂ) * ((r i - meanDistance p r : ℝ) : ℂ)
        + (2 * Complex.I * k) ^ 2 / 2 *
          ∑ i, (p i : ℂ) * ((r i - meanDistance p r : ℝ) : ℂ) ^ 2
        + (2 * Complex.I * k) ^ 3 / 6 *
          ∑ i, (p i : ℂ) * ((r i - meanDistance p r : ℝ) : ℂ) ^ 3 := by
    simp only [Finset.mul_sum, ← Finset.sum_add_distrib]
    exact Finset.sum_congr rfl fun i _ => by ring
  rw [h0, h1, hm, hm] at hs
  simp only [mul_sub, Finset.sum_sub_distrib]
  rw [hs, chi]
  linear_combination (-2 * (k : ℂ) ^ 2 * centralMoment p r 2
    - 4 / 3 * Complex.I * (k : ℂ) ^ 3 * centralMoment p r 3) * Complex.I_sq

end

end EXAFSCumulants
```

Messages:

```
Main.lean:79:6: error: Tactic `rewrite` failed: Did not find an occurrence of the pattern
  ∑ i,
    ↑(p i) *
      (1 + 2 * Complex.I * ↑k * ↑(r i - meanDistance p r) + (2 * Complex.I * ↑k * ↑(r i - meanDistance p r)) ^ 2 / 2 +
        (2 * Complex.I * ↑k * ↑(r i - meanDistance p r)) ^ 3 / 6)
in the target expression
  (∑ x, fun x_1 =>
        ↑(p x) * Complex.exp (2 * Complex.I * ↑x_1 * ↑(r x - meanDistance p r)) -
          ↑(p x) *
            (1 + 2 * Complex.I * ↑x_1 * ↑(r x - meanDistance p r) +
                (2 * Complex.I * ↑x_1 * ↑(r x - meanDistance p r)) ^ 2 / 2 +
              (2 * Complex.I * ↑x_1 * ↑(r x - meanDistance p r)) ^ 3 / 6))
      k =
    chi p r k - (1 + (-2 * ↑k ^ 2 * ↑(centralMoment p r 2) - 4 / 3 * Complex.I * ↑k ^ 3 * ↑(centralMoment p r 3)))

ι : Type u_1
inst✝ : Fintype ι
p r : ι → ℝ
hp : ∑ i, p i = 1
h0 : ∑ i, ↑(p i) = 1
h1r : ∑ i, p i * (r i - meanDistance p r) = 0
h1 : ∑ i, ↑(p i) * ↑(r i - meanDistance p r) = 0
hm : ∀ (n : ℕ), ∑ i, ↑(p i) * ↑(r i - meanDistance p r) ^ n = ↑(centralMoment p r n)
term :
  ∀ (x : ℝ),
    (fun k =>
        Complex.exp (2 * Complex.I * ↑k * ↑x) -
          (1 + 2 * Complex.I * ↑k * ↑x + (2 * Complex.I * ↑k * ↑x) ^ 2 / 2 + (2 * Complex.I * ↑k * ↑x) ^ 3 / 6)) =O[𝓝 0]
      fun k => k ^ 4
total :
  (∑ i, fun x =>
      ↑(p i) *
        (Complex.exp (2 * Complex.I * ↑x * ↑(r i - meanDistance p r)) -
          (1 + 2 * Complex.I * ↑x * ↑(r i - meanDistance p r) +
              (2 * Complex.I * ↑x * ↑(r i - meanDistance p r)) ^ 2 / 2 +
            (2 * Complex.I * ↑x * ↑(r i - meanDistance p r)) ^ 3 / 6))) =O[𝓝 0]
    fun k => k ^ 4
k : ℝ
hs :
  ∑ i,
      ↑(p i) *
        (1 + 2 * Complex.I * ↑k * ↑(r i - meanDistance p r) + (2 * Complex.I * ↑k * ↑(r i - meanDistance p r)) ^ 2 / 2 +
          (2 * Complex.I * ↑k * ↑(r i - meanDistance p r)) ^ 3 / 6) =
    1 + 2 * Complex.I * ↑k * 0 + (2 * Complex.I * ↑k) ^ 2 / 2 * ↑(centralMoment p r 2) +
      (2 * Complex.I * ↑k) ^ 3 / 6 * ↑(centralMoment p r 3)
⊢ (∑ x, fun x_1 =>
        ↑(p x) * Complex.exp (2 * Complex.I * ↑x_1 * ↑(r x - meanDistance p r)) -
          ↑(p x) *
            (1 + 2 * Complex.I * ↑x_1 * ↑(r x - meanDistance p r) +
                (2 * Complex.I * ↑x_1 * ↑(r x - meanDistance p r)) ^ 2 / 2 +
              (2 * Complex.I * ↑x_1 * ↑(r x - meanDistance p r)) ^ 3 / 6))
      k =
    chi p r k - (1 + (-2 * ↑k ^ 2 * ↑(centralMoment p r 2) - 4 / 3 * Complex.I * ↑k ^ 3 * ↑(centralMoment p r 3)))
Main.lean:78:22: warning: This simp argument is unused:
  Finset.sum_sub_distrib

Hint: Omit it from the simp argument list.
  [apply] simp only [mul_sub]

Note: This linter can be disabled with `set_option linter.unusedSimpArgs false`
```

The error says that `rw [hs, chi]` cannot find the left side of `hs`, a sum of complex numbers at the fixed wavenumber `k`. The goal instead holds a sum of functions, `∑ x, fun x_1 => ...`, which is applied to `k` only as a whole. This form comes from `total`, where `IsBigO.sum` has produced a sum of functions.

`mul_sub` could still work inside each function, but `Finset.sum_sub_distrib` needs a summand that is itself a difference, and here the summand is a `fun` with the difference in its body. So the sum was never split, and the warning accordingly reports that lemma as unused.

The repair adds `Finset.sum_apply` to the `simp only` call. It turns the sum of functions evaluated at `k` into the sum of their values at `k`. The summands are then differences of numbers, `Finset.sum_sub_distrib` separates the exponential part from the polynomial part, and the latter is the sum that `hs` rewrites.

This version goes through:

```diff
@@ -76,5 +76,5 @@
     exact Finset.sum_congr rfl fun i _ => by ring
   rw [h0, h1, hm, hm] at hs
-  simp only [mul_sub, Finset.sum_sub_distrib]
+  simp only [Finset.sum_apply, mul_sub, Finset.sum_sub_distrib]
   rw [hs, chi]
   linear_combination (-2 * (k : ℂ) ^ 2 * centralMoment p r 2
```
